# For a complex matrix with A² = 1, exp(-itA) = cos(t) 1 - i sin(t) A

I represent the generator of the time evolution by a complex n by n matrix A and assume only that A² = 1. I don't ask that A be Hermitian, although in the cases I care about it is: a Pauli matrix, or a Pauli string on several qubits. With ħ = 1 and t real, the propagator should then be

exp(-itA) = cos(t) 1 - i sin(t) A.

I know the argument that sorts the power series into even and odd terms. I would like to see the claim made rigorous and checked by machine, with the matrix exponential defined by its power series and with Pauli strings of any length included. Is A² = 1 exactly the right condition, or does the formula hold for other matrices too?

## The series splits along two projectors

A² = 1 is exactly the right condition: the formula holds at all real times if and only if A squares to the identity. The derivation uses the two matrices

P₊ = (1 + A)/2,  P₋ = (1 - A)/2.

They add up to 1, and their difference is A. Multiplying by A and using A² = 1 gives

P₊ A = (A + 1)/2 = P₊,
P₋ A = (A - 1)/2 = -P₋.

It follows that P₊² = (P₊ + P₊ A)/2 = P₊, that P₋² = (P₋ - P₋ A)/2 = P₋, and that P₊ P₋ = (P₊ - P₊ A)/2 = 0. They are therefore projectors, onto the parts of the space where A acts as +1 and as -1. If A is 1 or -1, one of them is zero, and nothing below changes.

For a complex number z, the powers of zA are

(zA)^k = z^k P₊ + (-z)^k P₋.

At k = 0 this reads 1 = P₊ + P₋. Multiplying the formula for k by zA from the right gives a factor z on P₊ and a factor -z on P₋, which is the formula for k + 1. Dividing by k! and summing over k leaves two ordinary exponential series:

exp(zA) = e^z P₊ + e^(-z) P₋.

Now set z = -it and collect the terms in 1 and in A:

exp(-itA) = (e^(-it) + e^(it))/2 1 + (e^(-it) - e^(it))/2 A
= cos(t) 1 - i sin(t) A.

For the converse, suppose that the formula holds at all real times. At t = π/2 it gives exp(-iπA/2) = -iA, and at t = π it gives exp(-iπA) = -1. Evolving for π is the same as evolving twice for π/2, so

-1 = (-iA)² = -A²,

and hence A² = 1.

### Rotating an observable that anticommutes with A

Let B be a matrix with AB = -BA, and write c = cos(t) and s = sin(t). Then

exp(itA) B exp(-itA) = (c 1 + is A) B (c 1 - is A)
= c² B + ics (AB - BA) + s² ABA.

Anticommutation gives AB - BA = 2AB and ABA = -BA² = -B, so

exp(itA) B exp(-itA) = cos(2t) B + i sin(2t) AB.

When A is Hermitian and t is real, this is the Heisenberg evolution of B under the Hamiltonian A. For A = X and B = Z the product XZ is -iY, and the right-hand side becomes cos(2t) Z + sin(2t) Y, a rotation by twice the angle t.

### Why a Pauli string squares to 1

Let S be a Pauli string on N qubits, where the matrix σ_k on qubit k is the identity or one of the Pauli matrices X, Y and Z. Its rows and columns are labelled by bit configurations i and j (here i is a label, not the imaginary unit), and its entries are products over the qubits:

S(i, j) = ∏_k σ_k(i_k, j_k).

The square contains a sum over all intermediate configurations x. Since each factor depends on one bit of x only, the sum of products is a product of sums:

(S²)(i, j) = ∑_x ∏_k σ_k(i_k, x_k) σ_k(x_k, j_k)
= ∏_k ∑_b σ_k(i_k, b) σ_k(b, j_k)
= ∏_k (σ_k²)(i_k, j_k).

Every σ_k² is the identity, so the last product is 1 if i and j agree on every qubit and 0 otherwise. Thus S² = 1, and the propagator formula applies to S.

## What the Lean theorems say about matrices and Pauli strings

The generator is `A : Matrix n n ℂ`, where `n` is any finite index type. The hypothesis `hA : A * A = 1` is the only condition placed on it. The propagator is Mathlib's `NormedSpace.exp`, the sum of the exponential power series, applied to `(-(Complex.I * t)) • A`; the symbol `•` multiplies a matrix by a scalar.

- `exp_involution` states the formula for every complex `t`, so imaginary time is included.
- `involution_iff_exp` takes `t` real and states the equivalence: `A * A = 1` holds exactly when the formula holds at all real times.
- `conj_anticommuting` is the doubled-angle rotation, with the anticommutation written as `A * B = -(B * A)`. The theorem `conj_anticommuting_witness` checks its two conditions for A = X and B = Z.
- `exp_pauliString` is the formula for Pauli strings at real `t`, with no further hypothesis.

A string is given by `s : Fin N → PauliLabel`, one label per qubit, and the identity is an allowed label. The definition `pauliString` writes the tensor product directly through its entries, on rows and columns of type `Fin N → Fin 2`. For N = 0 there is a single empty configuration, the string is the 1 by 1 matrix with entry 1, and the theorem reduces to Euler's formula for e^(-it).

In the convention used here, t multiplies the string without a factor 1/2, so a rotation gate written as exp(-iθS/2) has t = θ/2.

Since A need not be Hermitian, the projectors need not be orthogonal projectors and the propagator need not be unitary; for a Pauli string and real t both properties do hold, by the usual argument for Hermitian matrices. The setting is finite-dimensional, with a generator that doesn't depend on time.

In quantum simulation, where a qubit Hamiltonian is written as a sum of Pauli strings, the formula gives each single-string factor of a Trotter product in closed form, but it doesn't bound the error made by splitting a sum of strings that don't commute.

```lean
import Mathlib

open Matrix

namespace InvolutionPropagator

noncomputable section

variable {n : Type*} [Fintype n] [DecidableEq n]

/-- The matrix `(1 + A)/2`. -/
def projPlus (A : Matrix n n ℂ) : Matrix n n ℂ := (1 / 2 : ℂ) • (1 + A)

/-- The matrix `(1 - A)/2`. -/
def projMinus (A : Matrix n n ℂ) : Matrix n n ℂ := (1 / 2 : ℂ) • (1 - A)

/-- If `A² = 1`, then `A` acts as `+1` on `(1 + A)/2` and as `-1` on `(1 - A)/2`, and these
two matrices are idempotent with vanishing product. -/
theorem proj_algebra {A : Matrix n n ℂ} (hA : A * A = 1) :
    projPlus A * A = projPlus A ∧ projMinus A * A = -projMinus A ∧
    projPlus A * projPlus A = projPlus A ∧ projMinus A * projMinus A = projMinus A ∧
    projPlus A * projMinus A = 0 := by
  have hP : projPlus A * A = projPlus A := by
    unfold projPlus
    rw [smul_mul_assoc, add_mul, one_mul, hA, add_comm]
  have hQ : projMinus A * A = -projMinus A := by
    unfold projMinus
    rw [smul_mul_assoc, sub_mul, one_mul, hA]
    module
  -- multiplication by a projector only needs multiplication by `A`
  have eP : ∀ X : Matrix n n ℂ, X * projPlus A = (1 / 2 : ℂ) • (X + X * A) := by
    intro X
    simp only [projPlus, mul_smul_comm, mul_add, mul_one]
  have eQ : ∀ X : Matrix n n ℂ, X * projMinus A = (1 / 2 : ℂ) • (X - X * A) := by
    intro X
    simp only [projMinus, mul_smul_comm, mul_sub, mul_one]
  refine ⟨hP, hQ, ?_, ?_, ?_⟩
  · rw [eP, hP]
    module
  · rw [eQ, hQ]
    module
  · rw [eQ, hP, sub_self, smul_zero]

/-- If `A² = 1`, then `(zA)^k` is `z^k` times `(1 + A)/2` plus `(-z)^k` times `(1 - A)/2`. -/
theorem smul_pow_split {A : Matrix n n ℂ} (hA : A * A = 1) (z : ℂ) (k : ℕ) :
    (z • A) ^ k = z ^ k • projPlus A + (-z) ^ k • projMinus A := by
  obtain ⟨hP, hQ, -⟩ := proj_algebra hA
  induction k with
  | zero =>
    simp only [pow_zero, one_smul]
    unfold projPlus projMinus
    module
  | succ k ih =>
    rw [pow_succ, ih, add_mul, smul_mul_smul_comm, smul_mul_smul_comm, hP, hQ,
      pow_succ z, pow_succ (-z)]
    module

/-- If `A² = 1`, then the exponential of `zA` is `e^z` times `(1 + A)/2` plus `e^(-z)` times `(1 -
A)/2`. -/
theorem exp_smul_split {A : Matrix n n ℂ} (hA : A * A = 1) (z : ℂ) :
    NormedSpace.exp (z • A)
      = Complex.exp z • projPlus A + Complex.exp (-z) • projMinus A := by
  have hs : ∀ w : ℂ,
      HasSum (fun k : ℕ => ((k.factorial : ℂ)⁻¹) * w ^ k) (Complex.exp w) := by
    intro w
    have h := NormedSpace.expSeries_div_hasSum_exp w
    rw [Complex.exp_eq_exp_ℂ]
    simpa only [div_eq_inv_mul] using h
  -- the matrix series is the sum of two scalar series
  have h := ((hs z).smul_const (projPlus A)).add ((hs (-z)).smul_const (projMinus A))
  rw [NormedSpace.exp_eq_tsum ℂ]
  refine Eq.trans (tsum_congr fun k => ?_) h.tsum_eq
  rw [smul_pow_split hA, smul_add, smul_smul, smul_smul]

/-- Euler formula for the propagator: if `A² = 1`, then `exp(-itA) = cos(t) 1 - i sin(t) A`
for every complex `t`. -/
theorem exp_involution {A : Matrix n n ℂ} (hA : A * A = 1) (t : ℂ) :
    NormedSpace.exp ((-(Complex.I * t)) • A)
      = Complex.cos t • (1 : Matrix n n ℂ) - (Complex.I * Complex.sin t) • A := by
  have e1 : Complex.exp (-(Complex.I * t))
      = Complex.cos t - Complex.I * Complex.sin t := by
    rw [show -(Complex.I * t) = (-t) * Complex.I by ring, Complex.exp_mul_I,
      Complex.cos_neg, Complex.sin_neg]
    ring
  have e2 : Complex.exp (-(-(Complex.I * t)))
      = Complex.cos t + Complex.I * Complex.sin t := by
    rw [show -(-(Complex.I * t)) = t * Complex.I by ring, Complex.exp_mul_I]
    ring
  rw [exp_smul_split hA, e1, e2]
  unfold projPlus projMinus
  module

/-- A matrix squares to the identity exactly when its propagator is
`cos(t) 1 - i sin(t) A` at all real times `t`. -/
theorem involution_iff_exp (A : Matrix n n ℂ) :
    A * A = 1 ↔ ∀ t : ℝ, NormedSpace.exp ((-(Complex.I * (t : ℂ))) • A)
      = (Real.cos t : ℂ) • (1 : Matrix n n ℂ) - (Complex.I * (Real.sin t : ℂ)) • A := by
  constructor
  · intro hA t
    rw [Complex.ofReal_cos, Complex.ofReal_sin]
    exact exp_involution hA t
  · intro h
    have h1 : NormedSpace.exp ((-(Complex.I * ((Real.pi / 2 : ℝ) : ℂ))) • A)
        = -(Complex.I • A) := by
      rw [h, Real.cos_pi_div_two, Real.sin_pi_div_two]
      simp
    have h2 : NormedSpace.exp ((-(Complex.I * (Real.pi : ℂ))) • A) = -1 := by
      rw [h, Real.cos_pi, Real.sin_pi]
      simp
    -- evolution for time `π` is evolution for time `π/2` done twice
    have h3 : (-(Complex.I * (Real.pi : ℂ))) • A
        = (-(Complex.I * ((Real.pi / 2 : ℝ) : ℂ))) • A
          + (-(Complex.I * ((Real.pi / 2 : ℝ) : ℂ))) • A := by
      rw [← add_smul]
      congr 1
      push_cast
      ring
    rw [h3, Matrix.exp_add_of_commute _ _ (Commute.refl _), h1, neg_mul_neg,
      smul_mul_smul_comm, Complex.I_mul_I, neg_one_smul] at h2
    exact neg_injective h2

/-- If `A² = 1` and `B` anticommutes with `A`, then
`exp(itA) B exp(-itA) = cos(2t) B + i sin(2t) AB`. -/
theorem conj_anticommuting {A B : Matrix n n ℂ} (hA : A * A = 1)
    (hAB : A * B = -(B * A)) (t : ℂ) :
    NormedSpace.exp ((Complex.I * t) • A) * B * NormedSpace.exp ((-(Complex.I * t)) • A)
      = Complex.cos (2 * t) • B + (Complex.I * Complex.sin (2 * t)) • (A * B) := by
  have h1 : NormedSpace.exp ((Complex.I * t) • A)
      = Complex.cos t • (1 : Matrix n n ℂ) + (Complex.I * Complex.sin t) • A := by
    have h := exp_involution hA (-t)
    rw [Complex.cos_neg, Complex.sin_neg,
      show -(Complex.I * -t) = Complex.I * t by ring] at h
    rw [h]
    module
  have hABA : A * B * A = -B := by
    rw [hAB, neg_mul, mul_assoc, hA, mul_one]
  have hBA : B * A = -(A * B) := by
    rw [hAB, neg_neg]
  have e : Complex.cos (2 * t) = Complex.cos t * Complex.cos t
      + (Complex.I * Complex.sin t) * (Complex.I * Complex.sin t) := by
    rw [Complex.cos_two_mul]
    linear_combination Complex.sin_sq_add_cos_sq t - Complex.sin t ^ 2 * Complex.I_sq
  rw [h1, exp_involution hA, e, Complex.sin_two_mul]
  simp only [add_mul, mul_sub, smul_mul_assoc, mul_smul_comm, one_mul, mul_one, hABA, hBA]
  module

/-- Labels of the four single-qubit Pauli matrices, identity included. -/
inductive PauliLabel
  | one | X | Y | Z

/-- The single-qubit Pauli matrix with a given label. -/
def pauli : PauliLabel → Matrix (Fin 2) (Fin 2) ℂ
  | .one => 1
  | .X => !![0, 1; 1, 0]
  | .Y => !![0, -Complex.I; Complex.I, 0]
  | .Z => !![1, 0; 0, -1]

/-- The Pauli string on `N` qubits: the tensor product of the Pauli matrices named by `s`,
written in the basis of bit configurations. -/
def pauliString {N : ℕ} (s : Fin N → PauliLabel) :
    Matrix (Fin N → Fin 2) (Fin N → Fin 2) ℂ :=
  Matrix.of fun i j => ∏ k, pauli (s k) (i k) (j k)

/-- The Pauli matrix `X` squares to the identity and anticommutes with `Z`. -/
theorem conj_anticommuting_witness :
    pauli .X * pauli .X = 1 ∧ pauli .X * pauli .Z = -(pauli .Z * pauli .X) := by
  constructor <;> ext i j <;> fin_cases i <;> fin_cases j <;>
    simp [pauli, Matrix.mul_apply, Fin.sum_univ_succ]

/-- Each single-qubit Pauli matrix squares to the identity. -/
theorem pauli_sq (a : PauliLabel) : pauli a * pauli a = 1 := by
  cases a
  case one => simp [pauli]
  all_goals
    ext i j
    fin_cases i <;> fin_cases j <;>
      simp [pauli, Matrix.mul_apply, Fin.sum_univ_succ]

/-- Every Pauli string squares to the identity. -/
theorem pauliString_sq {N : ℕ} (s : Fin N → PauliLabel) :
    pauliString s * pauliString s = 1 := by
  ext i j
  simp only [pauliString, Matrix.mul_apply, Matrix.of_apply, ← Finset.prod_mul_distrib]
  -- the sum over configurations factorises over the qubits
  have key : ∑ x : Fin N → Fin 2,
      ∏ k, (pauli (s k) (i k) (x k) * pauli (s k) (x k) (j k))
      = ∏ k, ∑ b : Fin 2, pauli (s k) (i k) b * pauli (s k) b (j k) := by
    rw [Finset.prod_univ_sum, Fintype.piFinset_univ]
  rw [key]
  simp only [← Matrix.mul_apply, pauli_sq, Matrix.one_apply]
  by_cases h : i = j
  · subst h
    simp
  · obtain ⟨k, hk⟩ := Function.ne_iff.mp h
    rw [if_neg h]
    exact Finset.prod_eq_zero (Finset.mem_univ k) (if_neg hk)

/-- Pauli rotation: for a Pauli string `P` on any number of qubits and real `t`,
`exp(-itP) = cos(t) 1 - i sin(t) P`. -/
theorem exp_pauliString {N : ℕ} (s : Fin N → PauliLabel) (t : ℝ) :
    NormedSpace.exp ((-(Complex.I * (t : ℂ))) • pauliString s)
      = (Real.cos t : ℂ) • (1 : Matrix (Fin N → Fin 2) (Fin N → Fin 2) ℂ)
        - (Complex.I * (Real.sin t : ℂ)) • pauliString s :=
  (involution_iff_exp (pauliString s)).mp (pauliString_sq s) t

end

end InvolutionPropagator
```

```lean
#print axioms InvolutionPropagator.exp_involution
#print axioms InvolutionPropagator.conj_anticommuting
#print axioms InvolutionPropagator.exp_pauliString
```

```
'InvolutionPropagator.exp_involution' depends on axioms: [propext, Classical.choice, Quot.sound]
'InvolutionPropagator.conj_anticommuting' depends on axioms: [propext, Classical.choice, Quot.sound]
'InvolutionPropagator.exp_pauliString' depends on axioms: [propext, Classical.choice, Quot.sound]
```

## How the Lean proofs follow the algebra

`proj_algebra` collects the projector identities. Its local facts `eP` and `eQ` say that multiplying any matrix by a projector from the right only requires multiplying it by `A`, which is how the squares and the product were computed above. The tactic `module` closes goals in which both sides are the same linear combination of matrices once the scalars are simplified, and it does the collecting of terms throughout the file.

`smul_pow_split` is the induction on `k`. It needs only the first two parts of `proj_algebra`, the action of `A` on the two projectors.

`exp_smul_split` sums the series. The local fact `hs` says that the scalar exponential series converges to `Complex.exp w`. It is used at `z` and at `-z`; `smul_const` multiplies each scalar series by its fixed projector, and `add` combines the two convergent series. `tsum_congr` then compares the result with the matrix series term by term, using `smul_pow_split`. The rearrangement of the infinite sum is therefore justified by the convergence of two scalar series.

`exp_involution` puts in z = -it. The facts `e1` and `e2` are Euler's formula for the numbers e^(-it) and e^(it), and `module` recombines the projectors into 1 and `A`.

In `involution_iff_exp` the forward direction is the previous theorem restricted to real times. For the converse, `h1` and `h2` are the propagators at π/2 and π, and `h3` writes the exponent for π as twice the exponent for π/2. `Matrix.exp_add_of_commute` turns the exponential of that sum into a product, which is allowed because a matrix commutes with itself. What remains is -A² = -1, and `neg_injective` removes the signs.

`conj_anticommuting` first obtains the propagator with the opposite sign, `h1`, by using `exp_involution` at `-t`. The facts `hABA` and `hBA` are the two consequences of anticommutation used above, and `e` is the double-angle formula for the cosine, written with (i sin t)² in place of -sin² t. After `simp only` has multiplied out the product, `module` matches the coefficients.

For the strings, `pauli_sq` checks the four single-qubit matrices, entry by entry for X, Y and Z. In `pauliString_sq` the fact `key` is the exchange of sum and product, supplied by `Finset.prod_univ_sum`. The proof then separates two cases: if `i = j`, every factor is 1; if not, there is a qubit `k` on which the configurations differ, and its factor makes the product vanish. `exp_pauliString` feeds this into the forward direction of `involution_iff_exp`.

## The same formula with a frequency

A close relative covers generators whose square is another multiple of the identity. If A² = ω² 1 with ω ≠ 0, then A/ω squares to 1, and using the formula for A/ω at time ωt gives

exp(-itA) = cos(ωt) 1 - (i/ω) sin(ωt) A.

This corollary is left to the reader rather than written out in the Lean file. It applies to every nonzero traceless Hermitian 2 by 2 Hamiltonian, whose two energies are ω and -ω, and so describes a spin-1/2 in a constant magnetic field.
